# Two stable phases with the same masses differ in classical harmonic entropy by (k_B/2) ln(det Φ₁/det Φ₂)

To compare the vibrational entropy of two phases, I first have to say what "the same atoms" means. I take it to be a one-to-one matching of their Cartesian degrees of freedom that preserves the masses. Each phase has a real, positive definite force-constant matrix Φ and masses m_i > 0, and its squared frequencies w_k² are the eigenvalues of D = M^(-1/2) Φ M^(-1/2), with M the diagonal mass matrix. The masses should then drop out of the classical entropy difference at a common temperature T > 0, leaving

S₂ − S₁ = (k_B/2) ln(det Φ₁/det Φ₂).

Can this be made rigorous and machine-checked in Lean, including the sum rule for ln w_k behind it?

## The masses enter only through det D

Yes. The entries of D are

D_ij = Φ_ij/√(m_i m_j),

so D is symmetric. For a vector x ≠ 0, set y_i = x_i/√m_i. Then y ≠ 0 and

xᵀDx = yᵀΦy > 0,

so D is positive definite and every w_k is positive. The two diagonal factors each contribute ∏ m_i^(-1/2) to the determinant:

∏ w_k² = det D = det Φ/∏ m_i.

Taking logarithms gives the sum rule

2 Σ ln w_k = ln det Φ − Σ ln m_i.

The classical harmonic free energy is

F = Σ k_B T ln(ħw_k/(k_B T)).

Differentiating at fixed Φ, each term gives k_B ln(ħw_k/(k_B T)) − k_B, hence

S = −dF/dT = k_B Σ [1 + ln(k_B T/(ħw_k))].

With N degrees of freedom, the sum rule turns this into

S = k_B [N(1 + ln(k_B T/ħ)) − ½(ln det Φ − Σ ln m_i)].

Matched phases have equal N and equal Σ ln m_i. Subtracting leaves −(k_B/2)(ln det Φ₂ − ln det Φ₁), which is the claimed difference. The softer phase, in the sense of the smaller determinant, has the larger entropy. If instead Φ is kept and the masses change from m to m', the same formula gives the isotope shift

S(m') − S(m) = (k_B/2) Σ ln(m'_i/m_i).

## Two coupled coordinates, and a change of mass

In consistent units, let phase 1 have masses (1, 4) and Φ₁ with rows (2, 2) and (2, 8). Then D₁ has rows (2, 1) and (1, 2), with w² = 1 and 3. Let phase 2 have masses (4, 1) and Φ₂ = diag(3, 1), so w² = 3/4 and 1. The determinants are 12 and 3, and

S₂ − S₁ = (k_B/2) ln 4 = k_B ln 2 ≈ 0.693 k_B.

The frequencies agree: their products are √3 and √3/2, with ratio 2.

Without the matching of masses the formula fails already for one coordinate. Take Φ₁ = Φ₂ = 1, m₁ = 1 and m₂ = 4. The frequencies are 1 and 1/2, so the entropy difference is k_B ln 2, whereas the determinant formula would give 0.

## What the Lean statements say

The finite types `n` and `n'` label the Cartesian degrees of freedom of the two phases, so an atom in three dimensions contributes its mass three times. The bijection `e : n' ≃ n` and the hypothesis `hperm`, which says `m₂ i = m₁ (e i)`, express the matching. Nothing relates Φ₁ to Φ₂.

`dynamicalMatrix` is the literal matrix product, and `frequency` is the square root of an eigenvalue. Modes carry labels from the same type as coordinates, but mode k has no special connection with coordinate k. For real matrices `IsHermitian` means symmetric, and `PosDef` is the condition of mechanical stability against every displacement.

`kB` and `hbar` are arbitrary positive reals: the first sets the unit of entropy, the second the phase-space cell that fixes its zero, and `hbar` cancels in the difference. Every theorem about the entropy also assumes positive masses and a positive temperature, even where its docstring does not repeat this. Logarithms act on numerical values in one consistent unit system.

Positive definiteness excludes zero modes, so a freely translating cluster or crystal is not covered; a finite system held in place by fixed atoms or an external potential can be. The model also leaves out quantum statistics, anharmonicity and configurational entropy. Within this finite, classical harmonic model, a simulation can obtain the vibrational entropy difference of two phases from determinants, without diagonalising D.

```lean
import Mathlib

open Matrix

namespace HarmonicEntropy

noncomputable section

variable {n n' : Type*} [Fintype n] [DecidableEq n] [Fintype n'] [DecidableEq n']

/-- The dynamical matrix `M^(-1/2) Φ M^(-1/2)` for force constants `Φ` and masses `m`,
indexed by Cartesian degrees of freedom. -/
def dynamicalMatrix (m : n → ℝ) (Φ : Matrix n n ℝ) : Matrix n n ℝ :=
  diagonal (fun i => (√(m i))⁻¹) * Φ * diagonal (fun i => (√(m i))⁻¹)

/-- Each entry of the dynamical matrix is a force constant scaled by two inverse
square-root masses. -/
theorem dynamicalMatrix_apply (m : n → ℝ) (Φ : Matrix n n ℝ) (i j : n) :
    dynamicalMatrix m Φ i j = (√(m i))⁻¹ * Φ i j * (√(m j))⁻¹ := by
  simp [dynamicalMatrix, Matrix.diagonal_mul, Matrix.mul_diagonal]

/-- Symmetric force constants give a symmetric dynamical matrix. -/
theorem dynamicalMatrix_isHermitian (m : n → ℝ) {Φ : Matrix n n ℝ} (hΦ : Φ.IsHermitian) :
    (dynamicalMatrix m Φ).IsHermitian := by
  refine Matrix.IsHermitian.ext fun i j => ?_
  have h : Φ j i = Φ i j := by simpa using hΦ.apply i j
  rw [star_trivial, dynamicalMatrix_apply, dynamicalMatrix_apply, h]
  ring

/-- The frequency of normal mode `k`: the square root of the `k`-th eigenvalue of the
dynamical matrix. -/
def frequency (m : n → ℝ) {Φ : Matrix n n ℝ} (hΦ : Φ.IsHermitian) (k : n) : ℝ :=
  √((dynamicalMatrix_isHermitian m hΦ).eigenvalues k)

/-- The classical harmonic free energy at temperature `T`, a sum over normal modes. -/
def freeEnergy (kB hbar : ℝ) (m : n → ℝ) {Φ : Matrix n n ℝ} (hΦ : Φ.IsHermitian)
    (T : ℝ) : ℝ :=
  ∑ k, kB * T * Real.log (hbar * frequency m hΦ k / (kB * T))

/-- The classical harmonic entropy at temperature `T`, a sum over normal modes. -/
def entropy (kB hbar : ℝ) (m : n → ℝ) {Φ : Matrix n n ℝ} (hΦ : Φ.IsHermitian)
    (T : ℝ) : ℝ :=
  ∑ k, kB * (1 + Real.log (kB * T / (hbar * frequency m hΦ k)))

/-- For positive masses and positive definite force constants the dynamical matrix is
positive definite. -/
theorem dynamicalMatrix_posDef {m : n → ℝ} (hm : ∀ i, 0 < m i) {Φ : Matrix n n ℝ}
    (hΦ : Φ.PosDef) : (dynamicalMatrix m Φ).PosDef := by
  rw [Matrix.posDef_iff_dotProduct_mulVec]
  refine ⟨dynamicalMatrix_isHermitian m hΦ.isHermitian, fun x hx => ?_⟩
  -- pass from mass-weighted coordinates to the actual displacements
  have hy : (fun i => (√(m i))⁻¹ * x i) ≠ 0 := by
    intro h
    apply hx
    funext i
    have hi : (√(m i))⁻¹ * x i = 0 := congrFun h i
    exact (mul_eq_zero.mp hi).resolve_left (inv_ne_zero (Real.sqrt_pos.2 (hm i)).ne')
  have hpos := hΦ.dotProduct_mulVec_pos hy
  convert hpos using 1
  simp only [dotProduct, Matrix.mulVec, Pi.star_apply, star_trivial, Finset.mul_sum,
    dynamicalMatrix_apply]
  refine Finset.sum_congr rfl fun i _ => Finset.sum_congr rfl fun j _ => ?_
  ring

/-- The determinant of the dynamical matrix is that of the force constants divided by the
product of the masses. -/
theorem det_dynamicalMatrix {m : n → ℝ} (hm : ∀ i, 0 < m i) (Φ : Matrix n n ℝ) :
    (dynamicalMatrix m Φ).det = Φ.det / ∏ i, m i := by
  have h : (∏ i, (√(m i))⁻¹) * (∏ i, (√(m i))⁻¹) = (∏ i, m i)⁻¹ := by
    rw [← Finset.prod_mul_distrib, ← Finset.prod_inv_distrib]
    refine Finset.prod_congr rfl fun i _ => ?_
    rw [← mul_inv, Real.mul_self_sqrt (hm i).le]
  rw [dynamicalMatrix, Matrix.det_mul, Matrix.det_mul, Matrix.det_diagonal,
    div_eq_mul_inv, ← h]
  ring

/-- For positive masses and positive definite force constants all normal-mode frequencies are
positive. -/
theorem frequency_pos {m : n → ℝ} (hm : ∀ i, 0 < m i) {Φ : Matrix n n ℝ}
    (hΦ : Φ.PosDef) (k : n) : 0 < frequency m hΦ.isHermitian k :=
  Real.sqrt_pos.2 ((dynamicalMatrix_posDef hm hΦ).eigenvalues_pos k)

/-- For positive masses and positive definite force constants, twice the sum of the logarithms of
the frequencies equals `ln det Φ` minus the sum of the logarithms of the masses. -/
theorem two_mul_sum_log_frequency {m : n → ℝ} (hm : ∀ i, 0 < m i) {Φ : Matrix n n ℝ}
    (hΦ : Φ.PosDef) :
    2 * ∑ k, Real.log (frequency m hΦ.isHermitian k)
      = Real.log Φ.det - ∑ i, Real.log (m i) := by
  have hD := dynamicalMatrix_isHermitian m hΦ.isHermitian
  have hev : ∀ k, 0 < hD.eigenvalues k :=
    fun k => (dynamicalMatrix_posDef hm hΦ).eigenvalues_pos k
  have hdet : (dynamicalMatrix m Φ).det = ∏ k, hD.eigenvalues k := by
    simpa using hD.det_eq_prod_eigenvalues
  -- the logarithm turns the product of squared frequencies into a sum
  have hlog : ∑ k, Real.log (hD.eigenvalues k) = Real.log (∏ k, hD.eigenvalues k) := by
    rw [Real.log_prod]
    exact fun k _ => (hev k).ne'
  have hmass : Real.log (∏ i, m i) = ∑ i, Real.log (m i) := by
    rw [Real.log_prod]
    exact fun i _ => (hm i).ne'
  have hprod : (∏ i, m i) ≠ 0 := (Finset.prod_pos fun i _ => hm i).ne'
  rw [← hmass, ← Real.log_div hΦ.det_pos.ne' hprod, ← det_dynamicalMatrix hm, hdet,
    ← hlog, Finset.mul_sum]
  refine Finset.sum_congr rfl fun k _ => ?_
  have hk : Real.log (frequency m hΦ.isHermitian k) = Real.log (hD.eigenvalues k) / 2 :=
    Real.log_sqrt (hev k).le
  rw [hk]
  ring

/-- For positive definite force constants, and positive masses and temperature, the entropy is minus
the temperature derivative of the free energy. -/
theorem hasDerivAt_freeEnergy {kB hbar T : ℝ} (hk : 0 < kB) (hh : 0 < hbar) (hT : 0 < T)
    {m : n → ℝ} (hm : ∀ i, 0 < m i) {Φ : Matrix n n ℝ} (hΦ : Φ.PosDef) :
    HasDerivAt (freeEnergy kB hbar m hΦ.isHermitian)
      (-entropy kB hbar m hΦ.isHermitian T) T := by
  unfold freeEnergy entropy
  rw [← Finset.sum_neg_distrib]
  refine HasDerivAt.fun_sum fun k _ => ?_
  have hc : 0 < hbar * frequency m hΦ.isHermitian k := mul_pos hh (frequency_pos hm hΦ k)
  generalize hbar * frequency m hΦ.isHermitian k = c at hc ⊢
  have hkT : kB * T ≠ 0 := (mul_pos hk hT).ne'
  have h1 : HasDerivAt (fun t : ℝ => kB * t) kB T :=
    ((hasDerivAt_id' T).const_mul kB).congr_deriv (mul_one kB)
  have h2 := ((hasDerivAt_const T c).fun_div h1 hkT).log (div_ne_zero hc.ne' hkT)
  refine (h1.fun_mul h2).congr_deriv ?_
  have hl : Real.log (kB * T / c) = -Real.log (c / (kB * T)) := by
    rw [← Real.log_inv, inv_div]
  have hf : kB * T * ((0 * (kB * T) - c * kB) / (kB * T) ^ 2 / (c / (kB * T))) = -kB := by
    have hc' := hc.ne'
    have hk' := hk.ne'
    have hT' := hT.ne'
    first
      | (field_simp; done)
      | (field_simp; ring)
  rw [hl, hf]
  ring

/-- For positive definite force constants, and positive masses and temperature, the entropy
expressed through the determinant of the force constants and the masses, without the individual
frequencies. -/
theorem entropy_eq {kB hbar T : ℝ} (hk : 0 < kB) (hh : 0 < hbar) (hT : 0 < T)
    {m : n → ℝ} (hm : ∀ i, 0 < m i) {Φ : Matrix n n ℝ} (hΦ : Φ.PosDef) :
    entropy kB hbar m hΦ.isHermitian T
      = kB * (Fintype.card n * (1 + Real.log (kB * T / hbar))
          - (Real.log Φ.det - ∑ i, Real.log (m i)) / 2) := by
  have hterm : ∀ k, 1 + Real.log (kB * T / (hbar * frequency m hΦ.isHermitian k))
      = (1 + Real.log (kB * T / hbar)) - Real.log (frequency m hΦ.isHermitian k) := by
    intro k
    rw [← div_div, Real.log_div (div_pos (mul_pos hk hT) hh).ne' (frequency_pos hm hΦ k).ne']
    ring
  unfold entropy
  simp only [hterm]
  rw [← Finset.mul_sum, Finset.sum_sub_distrib, Finset.sum_const, Finset.card_univ,
    nsmul_eq_mul]
  linear_combination (-kB / 2) * two_mul_sum_log_frequency hm hΦ

/-- For two phases with positive definite force constants, whose lists of positive masses are
permutations of each other, the classical entropy difference is `(kB/2) ln (det Φ₁ / det Φ₂)`. -/
theorem entropy_difference {kB hbar T : ℝ} (hk : 0 < kB) (hh : 0 < hbar) (hT : 0 < T)
    {m₁ : n → ℝ} {m₂ : n' → ℝ} (hm : ∀ i, 0 < m₁ i) (e : n' ≃ n)
    (hperm : ∀ i, m₂ i = m₁ (e i)) {Φ₁ : Matrix n n ℝ} {Φ₂ : Matrix n' n' ℝ}
    (h₁ : Φ₁.PosDef) (h₂ : Φ₂.PosDef) :
    entropy kB hbar m₂ h₂.isHermitian T - entropy kB hbar m₁ h₁.isHermitian T
      = kB / 2 * Real.log (Φ₁.det / Φ₂.det) := by
  have hm₂ : ∀ i, 0 < m₂ i := fun i => by rw [hperm i]; exact hm (e i)
  -- the mass terms of the two phases coincide
  have hsum : ∑ i, Real.log (m₂ i) = ∑ i, Real.log (m₁ i) := by
    simp only [hperm]
    exact Equiv.sum_comp e (fun i => Real.log (m₁ i))
  rw [entropy_eq hk hh hT hm₂ h₂, entropy_eq hk hh hT hm h₁, hsum, Fintype.card_congr e,
    Real.log_div h₁.det_pos.ne' h₂.det_pos.ne']
  ring

/-- Of two phases with positive definite force constants and the same positive masses up to
permutation, the second has the larger entropy exactly when its force-constant determinant is the
smaller one. -/
theorem entropy_lt_iff {kB hbar T : ℝ} (hk : 0 < kB) (hh : 0 < hbar) (hT : 0 < T)
    {m₁ : n → ℝ} {m₂ : n' → ℝ} (hm : ∀ i, 0 < m₁ i) (e : n' ≃ n)
    (hperm : ∀ i, m₂ i = m₁ (e i)) {Φ₁ : Matrix n n ℝ} {Φ₂ : Matrix n' n' ℝ}
    (h₁ : Φ₁.PosDef) (h₂ : Φ₂.PosDef) :
    entropy kB hbar m₁ h₁.isHermitian T < entropy kB hbar m₂ h₂.isHermitian T
      ↔ Φ₂.det < Φ₁.det := by
  rw [← sub_pos, entropy_difference hk hh hT hm e hperm h₁ h₂,
    mul_pos_iff_of_pos_left (half_pos hk),
    Real.log_pos_iff (div_pos h₁.det_pos h₂.det_pos).le, one_lt_div h₂.det_pos]

/-- Isotope substitution at fixed, positive definite force constants changes the classical entropy
by `(kB/2) ∑ ln (m'ᵢ / mᵢ)`. -/
theorem entropy_isotope_shift {kB hbar T : ℝ} (hk : 0 < kB) (hh : 0 < hbar) (hT : 0 < T)
    {m m' : n → ℝ} (hm : ∀ i, 0 < m i) (hm' : ∀ i, 0 < m' i) {Φ : Matrix n n ℝ}
    (hΦ : Φ.PosDef) :
    entropy kB hbar m' hΦ.isHermitian T - entropy kB hbar m hΦ.isHermitian T
      = kB / 2 * ∑ i, Real.log (m' i / m i) := by
  have h : ∑ i, Real.log (m' i / m i) = ∑ i, Real.log (m' i) - ∑ i, Real.log (m i) := by
    rw [← Finset.sum_sub_distrib]
    exact Finset.sum_congr rfl fun i _ => Real.log_div (hm' i).ne' (hm i).ne'
  rw [entropy_eq hk hh hT hm' hΦ, entropy_eq hk hh hT hm hΦ, h]
  ring

end

end HarmonicEntropy
```

```lean
#print axioms HarmonicEntropy.hasDerivAt_freeEnergy
#print axioms HarmonicEntropy.entropy_difference
#print axioms HarmonicEntropy.entropy_lt_iff
#print axioms HarmonicEntropy.entropy_isotope_shift
```

```
'HarmonicEntropy.hasDerivAt_freeEnergy' depends on axioms: [propext, Classical.choice, Quot.sound]
'HarmonicEntropy.entropy_difference' depends on axioms: [propext, Classical.choice, Quot.sound]
'HarmonicEntropy.entropy_lt_iff' depends on axioms: [propext, Classical.choice, Quot.sound]
'HarmonicEntropy.entropy_isotope_shift' depends on axioms: [propext, Classical.choice, Quot.sound]
```

## How the proof follows the calculation

`dynamicalMatrix_apply` gives the entries of D, and `dynamicalMatrix_isHermitian` reads off the symmetry. In `dynamicalMatrix_posDef`, `hy` shows that the rescaled vector y is nonzero; positivity of Φ is then applied to y, and the two quadratic forms are compared term by term. `det_dynamicalMatrix` multiplies the three determinants and combines the inverse square roots into 1/∏ m_i.

`two_mul_sum_log_frequency` writes det D as the product of eigenvalues. `Real.log_prod` turns products into sums, which needs nonzero factors, and `Real.log_sqrt` supplies the factor ½ between ln w_k and ln w_k².

`hasDerivAt_freeEnergy` differentiates mode by mode. It abbreviates ħw_k to `c`, then uses the product rule and the derivative of the logarithm; `hf` is the step that produces the extra −k_B.

In `entropy_eq`, `hterm` separates ln w_k from the part common to all modes, and `linear_combination` inserts the sum rule with coefficient −k_B/2. `entropy_difference` then cancels the masses by reindexing their sum along `e`, while `Fintype.card_congr` equates the numbers of degrees of freedom.

`entropy_lt_iff` follows from the sign of the logarithm, and makes the comparison of determinants an equivalence. `entropy_isotope_shift` subtracts two instances of `entropy_eq` with the same Φ, so that only the mass terms survive.
